# Normalisation of the ground and first excited states of a displaced harmonic oscillator

The declaration `states_normalised` says that, for every real centre `a`, the squares of two real functions on the line each integrate to 1. The functions are the ground and first excited states of a one-dimensional harmonic oscillator in dimensionless units, π^(-1/4) exp(-(x - a)²/2) and √2 (x - a) π^(-1/4) exp(-(x - a)²/2). The proof shifts the variable by `a`, so that each square becomes a constant times a quadratic polynomial times exp(-y²). It then applies the Gaussian integral `gaussian_quadratic` and the identity `amp_sq` for the normalisation constant.

This version doesn't compile in Lean 4 with Mathlib:

```lean
import Mathlib

open MeasureTheory

namespace HermanWallis

noncomputable section

/-- The normalisation constant `π^(-1/4)` of the oscillator states. -/
def amp : ℝ := Real.pi ^ (-(1 / 4) : ℝ)

/-- The oscillator ground state centred at `a`. -/
def ground (a x : ℝ) : ℝ := amp * Real.exp (-(x - a) ^ 2 / 2)

/-- The first excited oscillator state centred at `b`. -/
def excited (b x : ℝ) : ℝ := √2 * (x - b) * amp * Real.exp (-(x - b) ^ 2 / 2)

/-- The integral of a quadratic polynomial against the Gaussian `exp(-y²)`. -/
theorem gaussian_quadratic (A B C : ℝ) :
    ∫ y : ℝ, (A + B * y + C * y ^ 2) * Real.exp (-y ^ 2) = √Real.pi * (A + C / 2) := by
  have h0 : Integrable (fun y : ℝ => Real.exp (-y ^ 2)) := by
    simpa only [neg_mul, one_mul] using integrable_exp_neg_mul_sq (b := 1) one_pos
  have h1 : Integrable (fun y : ℝ => y * Real.exp (-y ^ 2)) := by
    simpa only [neg_mul, one_mul] using integrable_mul_exp_neg_mul_sq (b := 1) one_pos
  have h2 : Integrable (fun y : ℝ => y ^ 2 * Real.exp (-y ^ 2)) := by
    simpa only [neg_mul, one_mul, Real.rpow_two] using
      integrable_rpow_mul_exp_neg_mul_sq (b := 1) one_pos (s := 2) (by norm_num)
  have hf : Integrable (fun y : ℝ => (-(B / 2) - C / 2 * y) * Real.exp (-y ^ 2)) := by
    refine ((h0.const_mul (-(B / 2))).sub (h1.const_mul (C / 2))).congr
      (Filter.Eventually.of_forall fun y => ?_)
    change -(B / 2) * Real.exp (-y ^ 2) - C / 2 * (y * Real.exp (-y ^ 2)) =
      (-(B / 2) - C / 2 * y) * Real.exp (-y ^ 2)
    ring
  have hf' : Integrable (fun y : ℝ => (B * y + C * y ^ 2 - C / 2) * Real.exp (-y ^ 2)) := by
    refine (((h1.const_mul B).add (h2.const_mul C)).sub (h0.const_mul (C / 2))).congr
      (Filter.Eventually.of_forall fun y => ?_)
    change B * (y * Real.exp (-y ^ 2)) + C * (y ^ 2 * Real.exp (-y ^ 2)) -
      C / 2 * Real.exp (-y ^ 2) = (B * y + C * y ^ 2 - C / 2) * Real.exp (-y ^ 2)
    ring
  have hderiv : ∀ y : ℝ, HasDerivAt (fun y : ℝ => (-(B / 2) - C / 2 * y) * Real.exp (-y ^ 2))
      ((B * y + C * y ^ 2 - C / 2) * Real.exp (-y ^ 2)) y := by
    intro y
    have hq : HasDerivAt (fun y : ℝ => -y ^ 2) (-(2 * y)) y :=
      ((hasDerivAt_pow 2 y).fun_neg).congr_deriv (by norm_num)
    have hL := ((hasDerivAt_id' y).const_mul (C / 2)).const_sub (-(B / 2))
    exact (hL.fun_mul hq.exp).congr_deriv (by ring)
  -- the total derivative integrates to zero, leaving a pure Gaussian
  have hz := integral_eq_zero_of_hasDerivAt_of_integrable hderiv hf' hf
  have hg : ∫ y : ℝ, Real.exp (-y ^ 2) = √Real.pi := by
    simpa only [neg_mul, one_mul, div_one] using integral_gaussian 1
  calc ∫ y : ℝ, (A + B * y + C * y ^ 2) * Real.exp (-y ^ 2)
      = ∫ y : ℝ, ((B * y + C * y ^ 2 - C / 2) * Real.exp (-y ^ 2) +
          (A + C / 2) * Real.exp (-y ^ 2)) := by
        congr 1
        funext y
        ring
    _ = √Real.pi * (A + C / 2) := by
        rw [integral_add hf' (h0.const_mul _), hz, integral_const_mul, hg]
        ring

/-- The squared normalisation constant is the inverse of `√π`. -/
theorem amp_sq : amp * amp * √Real.pi = 1 := by
  rw [amp, Real.sqrt_eq_rpow, ← Real.rpow_add Real.pi_pos, ← Real.rpow_add Real.pi_pos]
  norm_num

/-- Both displaced oscillator states are normalised. -/
theorem states_normalised (a : ℝ) :
    ∫ x : ℝ, ground a x ^ 2 = 1 ∧ ∫ x : ℝ, excited a x ^ 2 = 1 := by
  have h2 : √2 * √2 = (2 : ℝ) := Real.mul_self_sqrt (by norm_num)
  have he : ∀ y : ℝ, Real.exp (-(y + a - a) ^ 2 / 2) * Real.exp (-(y + a - a) ^ 2 / 2) =
      Real.exp (-y ^ 2) := by
    intro y
    rw [← Real.exp_add]
    congr 1
    ring
  have hg : ∀ y : ℝ, ground a (y + a) ^ 2 =
      amp * amp * ((1 + 0 * y + 0 * y ^ 2) * Real.exp (-y ^ 2)) := by
    intro y
    rw [ground, ← he y]
    ring
  have hx : ∀ y : ℝ, excited a (y + a) ^ 2 =
      amp * amp * ((0 + 0 * y + 2 * y ^ 2) * Real.exp (-y ^ 2)) := by
    intro y
    rw [excited, ← he y, ← h2]
    ring
  constructor
  · rw [← integral_add_right_eq_self (fun x => ground a x ^ 2) a]
    simp only [hg]
    rw [integral_const_mul, gaussian_quadratic]
    linear_combination amp_sq
  · rw [← integral_add_right_eq_self (fun x => excited a x ^ 2) a]
    simp only [hx]
    rw [integral_const_mul, gaussian_quadratic]
    linear_combination amp_sq

end

end HermanWallis
```

Messages:

```
Try this:
  [apply] ring_nf
  
  The `ring` tactic failed to close the goal. Use `ring_nf` to obtain a normal form.
    
  Note that `ring` works primarily in *commutative* rings. If you have a noncommutative ring, abelian group or module, consider using `noncomm_ring`, `abel` or `module` instead.
Main.lean:82:67: error: unsolved goals
a : ℝ
h2 : √2 * √2 = 2
he : ∀ (y : ℝ), Real.exp (-(y + a - a) ^ 2 / 2) * Real.exp (-(y + a - a) ^ 2 / 2) = Real.exp (-y ^ 2)
hg : ∀ (y : ℝ), ground a (y + a) ^ 2 = amp * amp * ((1 + 0 * y + 0 * y ^ 2) * Real.exp (-y ^ 2))
y : ℝ
⊢ √(√2 ^ 2) ^ 2 * y ^ 2 * amp ^ 2 * Real.exp (-(y ^ 2 * (√2)⁻¹ ^ 2)) ^ 2 =
    √2 ^ 2 * y ^ 2 * amp ^ 2 * Real.exp (-(y ^ 2 * (√2)⁻¹ ^ 2)) ^ 2
```

Diagnosis. The error is in `hx`, the pointwise formula for the square of the excited state. The "Try this" message says that `ring` could not close the goal, and the "unsolved goals" error shows what was left.

The fault lies in the rewrite `← h2`, which replaces the real number `2` by `√2 * √2` wherever it occurs, not only in the coefficient on the right. It also changes the `2` under the square root in the excited state, and so the left side of the remaining goal contains `√(√2 ^ 2) ^ 2` where the right has `√2 ^ 2`. The two are equal, but `ring` does not use the law of square roots needed to see it.

The repair keeps `rw [excited]` and drops the other two rewrites. `linear_combination` instead adds suitable multiples of `he y`, which combines the exponentials, and `h2`, which gives the square of `√2`. The `2` under the root is left alone, and the remaining identity is one that `ring` can prove.

Fix (accepted with no message):

```diff
@@ -82,6 +82,8 @@
       amp * amp * ((0 + 0 * y + 2 * y ^ 2) * Real.exp (-y ^ 2)) := by
     intro y
-    rw [excited, ← he y, ← h2]
-    ring
+    rw [excited]
+    linear_combination (2 * y ^ 2 * amp * amp) * he y +
+      (y ^ 2 * amp * amp * (Real.exp (-(y + a - a) ^ 2 / 2) *
+        Real.exp (-(y + a - a) ^ 2 / 2))) * h2
   constructor
   · rw [← integral_add_right_eq_self (fun x => ground a x ^ 2) a]
```
